# In two or more dimensions, the bend angle of three atoms has no B-matrix row at a linear geometry

Carbon dioxide is linear at equilibrium, and two of its vibrations bend it. To describe them in internal coordinates, one wants the first-order change of the O–C–O angle when the nuclei move. These first-order coefficients form the row of the angle in Wilson's B matrix. For a bent molecule such as water the row exists. At a linear geometry it does not, because the angle falls from $\pi$ at the same rate whichever way an end atom moves off the axis.

## The kink at $\theta=\pi$

Number the atoms 0, 1, 2 with atom 1 in the centre, at positions $r_0,r_1,r_2$, and let $\theta\in[0,\pi]$ be the angle between the bond vectors $r_0-r_1$ and $r_2-r_1$. At a linear geometry, $\theta=\pi$. Put $u=r_2-r_1$; then $r_0-r_1=cu$ with $c<0$.

Move atom 2 by $yw$, where $w\neq0$ is perpendicular to $u$ and $y$ is a real number. The vectors $u$ and $yw$ are the legs of a right triangle, so the angle between $u$ and $u+yw$ is $\arctan(|y|\,\|w\|/\|u\|)$. The other bond points along $-u$, which gives the supplement:
$$\theta(y)=\pi-\arctan(k|y|),\qquad k=\frac{\|w\|}{\|u\|}>0.$$
For a unit vector $w$, $k$ is the inverse bond length.

If $\theta(y)$ were differentiable at $y=0$, so would be $\tan(\pi-\theta(y))/k=|y|$, which is false. If $\theta$ were differentiable in all the positions, the chain rule would make it differentiable along this straight displacement. Hence it has no row.

The cosine behaves differently. The quotient
$$\cos\theta=\frac{(r_0-r_1)\cdot(r_2-r_1)}{\|r_0-r_1\|\,\|r_2-r_1\|}$$
is differentiable whenever both bonds have nonzero length. Since $\arccos$ is differentiable on $(-1,1)$, $\theta$ has a row whenever it is also neither $0$ nor $\pi$. At $\theta=\pi$ both bonds have nonzero length, so the derivative of the cosine exists; it is zero because the cosine has its least value $-1$ there.

## Numbers for a small displacement

Take bond vectors $(-1,0)$ and $(1,y)$, so $k=1$. For $y=0.1$ and for $y=-0.1$ alike,
$$\theta=\pi-\arctan 0.1\approx\pi-0.09967,$$
or about $174.29^\circ$. The difference quotients from $y=0$ are $-0.9967$ and $+0.9967$; as $y\to0$ they tend to $-1$ and $+1$. The cosine is $-1/\sqrt{1.01}\approx-0.99504$, a change of about $y^2/2$, with no linear part.

## The row in a vibrational calculation

With unit vectors $\hat b_0,\hat b_2$ along the bonds from the central atom to atoms 0 and 2, the entry of the row for atom 2 is
$$\frac{\partial\theta}{\partial r_2}=\frac{\cos\theta\,\hat b_2-\hat b_0}{\|r_2-r_1\|\sin\theta}.$$
At $\theta=\pi$ this reads $0/0$. Close to linearity its length is still $1/\|r_2-r_1\|$, but its direction lies in the plane of the bend and reverses when the molecule bends the other way. A common replacement in three dimensions is a pair of signed linear-bend coordinates, for two perpendicular directions across the axis.

This matters for geometry optimisation and harmonic frequencies in internal coordinates. The failure belongs to the coordinate; the potential energy surface may be perfectly smooth there.

## The bend as a function of three positions

The space `V` is any real inner product space; for a molecule it is three-dimensional Euclidean space.

In Lean 4 with Mathlib:

```lean
import Mathlib

open InnerProductGeometry
open scoped Real

namespace LinearBend

variable {V : Type*} [NormedAddCommGroup V] [InnerProductSpace ℝ V]
```

A geometry is a map `r : Fin 3 → V`, and `bend` is the unoriented angle in radians.

```lean
/-- The bend coordinate of three atoms: the unoriented angle at the central atom 1 between the bonds
to atoms 0 and 2. If a bond has zero length, the value is `π / 2` by Mathlib's convention. -/
noncomputable def bend (r : Fin 3 → V) : ℝ :=
  angle (r 0 - r 1) (r 2 - r 1)
```

Having a B-matrix row is expressed as `DifferentiableAt ℝ bend r`: one linear map gives the first-order change for all displacements of the three atoms. Identifying this derivative with the row used for a real molecule is the modelling step. Masses, forces and vibrational amplitudes do not enter.

Mathlib sets an angle involving a zero vector to $\pi/2$, so `bend r = π` already implies that both bonds have nonzero length.

## The right triangle and the absolute value

The first lemma is the triangle computation. The negative factor `c` turns the angle into a supplement, and Mathlib's right-triangle formula supplies the arctangent.

```lean
/-- If one bond points against the nonzero vector `u` and the other is `u` displaced by `y • w`
with `w` perpendicular to `u`, the angle between them is `π - arctan (|y| ‖w‖ / ‖u‖)`. -/
theorem angle_of_perpendicular_displacement {u w : V} (hu : u ≠ 0)
    (huw : inner ℝ u w = 0) {c : ℝ} (hc : c < 0) (y : ℝ) :
    angle (c • u) (u + y • w) = π - Real.arctan (|y| * (‖w‖ / ‖u‖)) := by
  have hperp : inner ℝ u (y • w) = 0 := by
    rw [inner_smul_right, huw, mul_zero]
  rw [angle_smul_left_of_neg _ _ hc, angle_neg_left,
    angle_add_eq_arctan_of_inner_eq_zero hperp hu, norm_smul, Real.norm_eq_abs,
    mul_div_assoc]
```

The next proof removes the constant $\pi$, applies the tangent, which is differentiable at the value in question, and multiplies by `k⁻¹`. What remains is $|y|$, known not to be differentiable at zero.

```lean
/-- For `k > 0` the function `π - arctan (|y| k)` is not differentiable at `y = 0`. -/
theorem not_differentiableAt_kink {k : ℝ} (hk : 0 < k) :
    ¬ DifferentiableAt ℝ (fun y : ℝ => π - Real.arctan (|y| * k)) 0 := by
  intro h
  have h1 : DifferentiableAt ℝ (fun y : ℝ => Real.arctan (|y| * k)) 0 := by
    have h0 := h.const_sub π
    simpa only [sub_sub_cancel] using h0
  -- the tangent undoes the arctangent and would make `|y|` differentiable
  have ht : DifferentiableAt ℝ Real.tan ((fun y : ℝ => Real.arctan (|y| * k)) 0) :=
    Real.differentiableAt_tan.2 (Real.cos_arctan_pos _).ne'
  have h2 := (ht.comp (0 : ℝ) h1).mul_const k⁻¹
  apply not_differentiableAt_abs_zero
  refine h2.congr_of_eventuallyEq (Filter.Eventually.of_forall fun y => ?_)
  simp only [Function.comp_apply, Real.tan_arctan]
  rw [mul_assoc, mul_inv_cancel₀ hk.ne', mul_one]
```

The planar formula is the case $u=(1,0)$, $w=(0,1)$, $c=-1$. Most of its proof checks norms, orthogonality and components.

```lean
/-- In the Euclidean plane the unoriented angle between `(-1, 0)` and `(1, y)` is
`π - arctan |y|`. -/
theorem planar_angle (y : ℝ) :
    angle (!₂[-1, 0] : EuclideanSpace ℝ (Fin 2)) !₂[1, y] = π - Real.arctan |y| := by
  have hu : (!₂[1, 0] : EuclideanSpace ℝ (Fin 2)) ≠ 0 := by
    intro h
    have h0 := congrArg (fun v : EuclideanSpace ℝ (Fin 2) => v 0) h
    simp at h0
  have huw : inner ℝ (!₂[1, 0] : EuclideanSpace ℝ (Fin 2)) !₂[0, 1] = 0 := by
    simp [PiLp.inner_apply, Fin.sum_univ_two]
  have hn1 : ‖(!₂[1, 0] : EuclideanSpace ℝ (Fin 2))‖ = 1 := by
    simp [EuclideanSpace.norm_eq, Fin.sum_univ_two]
  have hn2 : ‖(!₂[0, 1] : EuclideanSpace ℝ (Fin 2))‖ = 1 := by
    simp [EuclideanSpace.norm_eq, Fin.sum_univ_two]
  have e1 : (!₂[-1, 0] : EuclideanSpace ℝ (Fin 2)) = (-1 : ℝ) • !₂[1, 0] := by
    ext i
    fin_cases i <;> simp
  have e2 : (!₂[1, y] : EuclideanSpace ℝ (Fin 2)) = !₂[1, 0] + y • !₂[0, 1] := by
    ext i
    fin_cases i <;> simp
  rw [e1, e2, angle_of_perpendicular_displacement hu huw (by norm_num) y, hn1, hn2,
    div_one, mul_one]
```

Setting $k=1$ in the kink lemma then gives the planar failure of differentiability.

```lean
/-- The unoriented angle between `(-1, 0)` and `(1, y)` is not differentiable in `y` at
`y = 0`. -/
theorem planar_angle_not_differentiableAt :
    ¬ DifferentiableAt ℝ
      (fun y : ℝ => angle (!₂[-1, 0] : EuclideanSpace ℝ (Fin 2)) !₂[1, y]) 0 := by
  have h := not_differentiableAt_kink one_pos
  simpa only [planar_angle, mul_one] using h
```

## No row at a linear geometry

The general theorem assumes a bend of $\pi$ and a nonzero `w` perpendicular to the axis. In the plane and in three-dimensional space such a `w` always exists. On a line there is none, and there the bend stays at $\pi$ under small displacements, so it is differentiable. The other collinear arrangement, with bend $0$, is left aside.

`angle_eq_pi_iff` provides the negative factor `c`. The path `r + y • Pi.single 2 w` moves atom 2 alone, and `h'.comp` is the chain rule. The identities `e0` and `e2` give the two bond vectors along the path, to which the triangle lemma applies.

```lean
/-- At a linear geometry (bend equal to `π`) the bend coordinate has no B-matrix row, that is, no
derivative with respect to the atomic positions, if some nonzero direction `w` is perpendicular
to the molecular axis. -/
theorem bend_not_differentiableAt_linear {r : Fin 3 → V} (hr : bend r = π)
    {w : V} (hw : w ≠ 0) (hperp : inner ℝ (r 2 - r 1) w = 0) :
    ¬ DifferentiableAt ℝ bend r := by
  intro h
  have hr' : angle (r 2 - r 1) (r 0 - r 1) = π := by
    rw [angle_comm]
    exact hr
  obtain ⟨hu, c, hc, hcu⟩ := angle_eq_pi_iff.1 hr'
  -- move atom 2 along the perpendicular direction
  have hpath : DifferentiableAt ℝ
      (fun y : ℝ => r + y • (Pi.single 2 w : Fin 3 → V)) 0 := by
    fun_prop
  have h' : DifferentiableAt ℝ bend
      ((fun y : ℝ => r + y • (Pi.single 2 w : Fin 3 → V)) 0) := by
    simpa using h
  have hcomp := h'.comp (0 : ℝ) hpath
  -- along this path the bend has a kink
  apply not_differentiableAt_kink (div_pos (norm_pos_iff.2 hw) (norm_pos_iff.2 hu))
  refine hcomp.congr_of_eventuallyEq (Filter.Eventually.of_forall fun y => ?_)
  have e0 : (r + y • (Pi.single 2 w : Fin 3 → V)) 0
      - (r + y • (Pi.single 2 w : Fin 3 → V)) 1 = c • (r 2 - r 1) := by
    rw [← hcu]
    simp
  have e2 : (r + y • (Pi.single 2 w : Fin 3 → V)) 2
      - (r + y • (Pi.single 2 w : Fin 3 → V)) 1 = (r 2 - r 1) + y • w := by
    simp [add_sub_right_comm]
  simp only [Function.comp_apply, bend]
  rw [e0, e2, angle_of_perpendicular_displacement hu hperp hc y]
```

## What the cosine retains

Differentiability of the cosine follows from its quotient formula: the inner product and the norms are differentiable for nonzero bonds, and the denominator is not zero.

```lean
/-- The cosine of the bend is differentiable in the atomic positions wherever both bonds have
nonzero length. -/
theorem cos_bend_differentiableAt {r : Fin 3 → V} (h01 : r 0 ≠ r 1) (h21 : r 2 ≠ r 1) :
    DifferentiableAt ℝ (fun s : Fin 3 → V => Real.cos (bend s)) r := by
  have d0 : DifferentiableAt ℝ (fun s : Fin 3 → V => s 0 - s 1) r := by fun_prop
  have d2 : DifferentiableAt ℝ (fun s : Fin 3 → V => s 2 - s 1) r := by fun_prop
  have e : (fun s : Fin 3 → V => Real.cos (bend s)) = fun s =>
      inner ℝ (s 0 - s 1) (s 2 - s 1) / (‖s 0 - s 1‖ * ‖s 2 - s 1‖) := by
    funext s
    exact cos_angle _ _
  have n0 := sub_ne_zero.2 h01
  have n2 := sub_ne_zero.2 h21
  have hne : ‖r 0 - r 1‖ * ‖r 2 - r 1‖ ≠ 0 :=
    mul_ne_zero (norm_ne_zero_iff.2 n0) (norm_ne_zero_iff.2 n2)
  have hnum : DifferentiableAt ℝ
      (fun s : Fin 3 → V => inner ℝ (s 0 - s 1) (s 2 - s 1)) r := d0.inner ℝ d2
  have hprod := (d0.norm ℝ n0).mul (d2.norm ℝ n2)
  have hden : DifferentiableAt ℝ
      (fun s : Fin 3 → V => ‖s 0 - s 1‖ * ‖s 2 - s 1‖) r := hprod
  have hinv : DifferentiableAt ℝ (fun t : ℝ => t⁻¹)
      ((fun s : Fin 3 → V => ‖s 0 - s 1‖ * ‖s 2 - s 1‖) r) :=
    (hasDerivAt_inv hne).differentiableAt
  have hcomp := hinv.comp r hden
  have hquot := hnum.mul hcomp
  rw [e]
  refine hquot.congr_of_eventuallyEq (Filter.Eventually.of_forall fun s => ?_)
  exact div_eq_mul_inv _ _
```

For bonds of nonzero length and a bend other than $0$ and $\pi$, composition with `Real.arccos` recovers the angle and its row.

```lean
/-- The bend coordinate has a B-matrix row at every geometry whose bonds have nonzero length and
whose bend is neither `0` nor `π`. -/
theorem bend_differentiableAt_bent {r : Fin 3 → V} (h01 : r 0 ≠ r 1) (h21 : r 2 ≠ r 1)
    (h0 : bend r ≠ 0) (hpi : bend r ≠ π) : DifferentiableAt ℝ bend r := by
  have ha : DifferentiableAt ℝ Real.arccos (Real.cos (bend r)) :=
    Real.differentiableAt_arccos.2
      ⟨fun h => hpi (cos_eq_neg_one_iff_angle_eq_pi.1 h),
        fun h => h0 (cos_eq_one_iff_angle_eq_zero.1 h)⟩
  have hcomp := DifferentiableAt.comp r ha (cos_bend_differentiableAt h01 h21)
  refine hcomp.congr_of_eventuallyEq (Filter.Eventually.of_forall fun s => ?_)
  exact (Real.arccos_cos (angle_nonneg _ _) (angle_le_pi _ _)).symm
```

In the last theorem, `HasFDerivAt` with the zero linear map says that the cosine has a row at a linear geometry and that every entry vanishes. The proof combines differentiability with `hmin`, the statement that the cosine has a minimum there. Replacing the angle by its cosine thus removes the kink but leaves no first-order information about the bend.

```lean
/-- At a linear geometry (bend equal to `π`) the cosine of the bend has a B-matrix row, and this
row is zero. -/
theorem cos_bend_row_eq_zero_linear {r : Fin 3 → V} (hr : bend r = π) :
    HasFDerivAt (fun s : Fin 3 → V => Real.cos (bend s))
      (0 : (Fin 3 → V) →L[ℝ] ℝ) r := by
  have n0 : r 0 - r 1 ≠ 0 := (angle_eq_pi_iff.1 hr).1
  have n2 : r 2 - r 1 ≠ 0 := by
    have hr' : angle (r 2 - r 1) (r 0 - r 1) = π := by
      rw [angle_comm]
      exact hr
    exact (angle_eq_pi_iff.1 hr').1
  have hd := (cos_bend_differentiableAt (sub_ne_zero.1 n0) (sub_ne_zero.1 n2)).hasFDerivAt
  -- the cosine takes its least value `-1` here
  have hmin : IsLocalMin (fun s : Fin 3 → V => Real.cos (bend s)) r := by
    refine Filter.Eventually.of_forall fun s => ?_
    change Real.cos (bend r) ≤ Real.cos (bend s)
    rw [hr, Real.cos_pi]
    exact Real.neg_one_le_cos _
  have hz := hmin.hasFDerivAt_eq_zero hd
  rwa [hz] at hd

end LinearBend
```

```lean
#print axioms LinearBend.planar_angle_not_differentiableAt
#print axioms LinearBend.bend_not_differentiableAt_linear
#print axioms LinearBend.bend_differentiableAt_bent
#print axioms LinearBend.cos_bend_row_eq_zero_linear
```

```
'LinearBend.planar_angle_not_differentiableAt' depends on axioms: [propext, Classical.choice, Quot.sound]
'LinearBend.bend_not_differentiableAt_linear' depends on axioms: [propext, Classical.choice, Quot.sound]
'LinearBend.bend_differentiableAt_bent' depends on axioms: [propext, Classical.choice, Quot.sound]
'LinearBend.cos_bend_row_eq_zero_linear' depends on axioms: [propext, Classical.choice, Quot.sound]
```
